# The excess of the uniform-population mean exciton energy over that of normalised populations, as a sum over pairs of levels

For a finite, nonempty set of N levels with real energies E_i and real populations p_i summing to 1, the theorem compares the mean exciton energy under uniform populations 1/N with that under p. The first minus the second equals the sum over all ordered pairs (i, j) of (E_i − E_j)(p_j − p_i), divided by 2N. The populations are not required to be nonnegative. The proof first expands the double sum in `hD`, as 2[(∑ E_i)(∑ p_i) − N ∑ E_i p_i], then uses the normalisation and clears the denominator.

The failing Lean file:

```lean
import Mathlib

open Finset

namespace EnergyExcess

noncomputable section

variable {ι : Type*}

variable [Fintype ι]

/-- The mean exciton energy for populations `p`. -/
def meanEnergy (E p : ι → ℝ) : ℝ := ∑ i, E i * p i

/-- The mean energy of the uniform distribution minus that of normalized populations `p` is the sum
over ordered pairs of levels of energy difference times opposite population difference, divided by
twice the number of levels. -/
theorem energy_excess [Nonempty ι] (E : ι → ℝ) {p : ι → ℝ} (hp : ∑ i, p i = 1) :
    meanEnergy E (fun _ => 1 / (Fintype.card ι : ℝ)) - meanEnergy E p
      = (∑ i, ∑ j, (E i - E j) * (p j - p i)) / (2 * (Fintype.card ι : ℝ)) := by
  have hn : (Fintype.card ι : ℝ) ≠ 0 := Nat.cast_ne_zero.2 Fintype.card_ne_zero
  have hD : ∑ i, ∑ j, (E i - E j) * (p j - p i)
      = 2 * ((∑ i, E i) * (∑ i, p i) - (Fintype.card ι : ℝ) * ∑ i, E i * p i) := by
    simp only [sub_mul, mul_sub, Finset.sum_sub_distrib, ← Finset.mul_sum, ← Finset.sum_mul,
      Finset.sum_const, Finset.card_univ, nsmul_eq_mul]
    ring
  have hU : ∑ i, E i * (1 / (Fintype.card ι : ℝ)) = (∑ i, E i) * (1 / (Fintype.card ι : ℝ)) :=
    (Finset.sum_mul _ _ _).symm
  change (∑ i, E i * (1 / (Fintype.card ι : ℝ))) - ∑ i, E i * p i = _
  rw [hD, hp, hU, eq_div_iff (mul_ne_zero two_ne_zero hn)]
  linear_combination 2 * (∑ i, E i) * one_div_mul_cancel hn

end

end EnergyExcess
```

The error:

```
Try this:
  [apply] ring_nf
  
  The `ring` tactic failed to close the goal. Use `ring_nf` to obtain a normal form.
    
  Note that `ring` works primarily in *commutative* rings. If you have a noncommutative ring, abelian group or module, consider using `noncomm_ring`, `abel` or `module` instead.
Main.lean:24:81: error: unsolved goals
ι : Type u_1
inst✝¹ : Fintype ι
inst✝ : Nonempty ι
E p : ι → ℝ
hp : ∑ i, p i = 1
hn : ↑(Fintype.card ι) ≠ 0
⊢ ((∑ i, E i) * ∑ i, p i) * 2 - ↑(Fintype.card ι) * ∑ x, E x * p x - ∑ x, ↑(Fintype.card ι) * E x * p x =
    ((∑ i, E i) * ∑ i, p i) * 2 - (↑(Fintype.card ι) * ∑ x, E x * p x) * 2
```

What went wrong. The error is the unsolved goal in `hD`; the suggestion of `ring_nf` only reports that `ring` did not close it. What remains is true, but one sum still has the number of levels inside it, as `∑ x, ↑(Fintype.card ι) * E x * p x`, while the right side has that number outside. `ring` does not move a factor across `∑`.

The term comes from summing `E i * p i` over `j`, on which it does not depend. The reversed `Finset.mul_sum` and `Finset.sum_mul` can split this product before the constant sum is evaluated, so the cardinality becomes attached to one of the two factors. In the outer sum over `i` it is then not a separate outermost factor, and neither lemma can pull it out.

The repair proves the inner sum first, as `hin`, where `ring` can regroup the term as `(Fintype.card ι : ℝ) * (E i * p i)` because no sum over `i` encloses it. After rewriting with `hin`, the reversed `Finset.mul_sum` extracts the cardinality and the final `ring` closes the goal. `Finset.sum_add_distrib` is added to split the plus sign in `hin`; the comment is mere tidying.

The change, after which it compiles:

```diff
@@ -23,6 +23,14 @@
   have hD : ∑ i, ∑ j, (E i - E j) * (p j - p i)
       = 2 * ((∑ i, E i) * (∑ i, p i) - (Fintype.card ι : ℝ) * ∑ i, E i * p i) := by
-    simp only [sub_mul, mul_sub, Finset.sum_sub_distrib, ← Finset.mul_sum, ← Finset.sum_mul,
-      Finset.sum_const, Finset.card_univ, nsmul_eq_mul]
+    -- first the sum over partners `j` of a fixed level `i`
+    have hin : ∀ i, ∑ j, (E i - E j) * (p j - p i)
+        = E i * (∑ j, p j) - (Fintype.card ι : ℝ) * (E i * p i) - (∑ j, E j * p j)
+          + (∑ j, E j) * p i := by
+      intro i
+      simp only [sub_mul, mul_sub, Finset.sum_sub_distrib, ← Finset.mul_sum, ← Finset.sum_mul,
+        Finset.sum_const, Finset.card_univ, nsmul_eq_mul]
+      ring
+    simp only [hin, Finset.sum_add_distrib, Finset.sum_sub_distrib, ← Finset.mul_sum,
+      ← Finset.sum_mul, Finset.sum_const, Finset.card_univ, nsmul_eq_mul]
     ring
   have hU : ∑ i, E i * (1 / (Fintype.card ι : ℝ)) = (∑ i, E i) * (1 / (Fintype.card ι : ℝ)) :=
```
